# Averaging over Pauli strings removes the cross terms of a coherent error

Take one qubit and an error $K = a\,1 + b\,Z$ with complex $a$ and $b$. It acts on a matrix $\rho$ as

$$K\rho K^\dagger = |a|^2\rho + |b|^2 Z\rho Z + a b^*\,\rho Z + b a^*\,Z\rho .$$

Conjugating $K$ by $1$ or $Z$ leaves it alone, while conjugating it by $X$ or $Y$ gives $a\,1 - b\,Z$. This flips the sign of the last two terms and of nothing else. Averaged over the four conjugations, the cross terms cancel and $|a|^2\rho + |b|^2 Z\rho Z$ remains.

## The cancellation on $n$ qubits

Let $\sigma_0,\dots,\sigma_3$ be $1, X, Y, Z$. For a string $s = (s_1,\dots,s_n)$ of letters, let $P_s = \sigma_{s_1}\otimes\cdots\otimes\sigma_{s_n}$, which is Hermitian. The claim is that for $K=\sum_t c_t P_t$ and any matrix $\rho$,

$$\frac1{4^n}\sum_s P_sKP_s\,\rho\,P_sK^\dagger P_s=\sum_t |c_t|^2P_t\rho P_t .$$

**Signs.** Two letters commute or anticommute, so $\sigma_a\sigma_b\sigma_a = \varepsilon(a,b)\,\sigma_b$, where $\varepsilon(a,b)=1$ if $a=0$, $b=0$ or $a=b$, and $-1$ otherwise. Multiplying qubit by qubit gives

$$P_sP_tP_s=\chi_s(t)P_t,\qquad \chi_s(t)=\prod_k\varepsilon(s_k,t_k).$$

**Orthogonality.** The sum $\sum_a\varepsilon(a,b)\varepsilon(a,c)$ is $4$ if $b=c$. If exactly one of $b,c$ is $0$, it is $1+1-1-1=0$. If they are distinct and both nonzero, the terms $a=0$ and $a$ equal to the third nonzero letter give $+1$, while $a=b$ and $a=c$ give $-1$; the sum is again $0$. Since the sum over strings factorises,

$$\sum_s\chi_s(t)\chi_s(u)=\prod_k\sum_a\varepsilon(a,t_k)\varepsilon(a,u_k)=4^n\delta_{tu}.$$

**Average.** Expanding $K$ and $K^\dagger=\sum_u c_u^*P_u$, the left side of the claim becomes

$$\sum_{t,u}c_tc_u^*\Big(\frac1{4^n}\sum_s\chi_s(t)\chi_s(u)\Big)P_t\rho P_u=\sum_t|c_t|^2P_t\rho P_t .$$

The average must be taken over the map, not over the matrix $K$. Averaging $P_sKP_s$ first would leave only $c_0\,1$, and the errors $P_t\rho P_t$ with $t\neq0$ would wrongly disappear. Twirling removes the interference between different Pauli terms, the identity included, but not the errors themselves.

**Any matrix is covered.** On one qubit, $\sum_a(\sigma_a)_{ij}(\sigma_a)_{kl}=2\delta_{il}\delta_{jk}$: the letters $1$ and $Z$ contribute $2$ when all four indices agree and cancel when $i=j\neq k=l$; $X$ and $Y$ contribute $2$ when $i=l\neq j=k$ and cancel when $i=k\neq j=l$; in all other cases every term is zero. The product over qubits replaces $2$ by $2^n$. With $c_t=2^{-n}\operatorname{tr}(P_tK)$,

$$\sum_tc_t(P_t)_{ij}=2^{-n}\sum_{k,l}K_{lk}\sum_t(P_t)_{kl}(P_t)_{ij}=K_{ij}.$$

For a map $\rho\mapsto\sum_mK_m\rho K_m^\dagger$, the weights of the separate $K_m$ add.

**Over-rotation.** For $K=\cos\theta-i\sin\theta\,P_t$, multiplying out gives

$$K\rho K^\dagger=\cos^2\theta\,\rho+\sin^2\theta\,P_t\rho P_t+i\sin\theta\cos\theta\,(\rho P_t-P_t\rho),$$

and the twirl deletes the commutator term. In a quantum simulation of a molecule, a coherent error twirled in this way acts as random Pauli errors. This assumes that the twirling strings are noiseless, that the error is the same for every string, and that each run of the circuit draws its string uniformly at random from all $4^n$, independently for each error. The average over runs then takes the place of the explicit sum over strings. In a circuit the error follows an ideal gate $G$, and the string $P_s$ in front of the error is then applied before the gate as $G^\dagger P_sG$. For a Clifford gate this is again a Pauli string up to a sign.

## Strings, twirl and coefficients in Lean

```lean
import Mathlib

open Matrix

namespace PauliTwirling

noncomputable section
```

Basis states are functions `Fin n → Fin 2`, one bit per qubit, so an operator is a complex matrix indexed by such functions.

```lean
/-- Matrices acting on the state space of `n` qubits, in the computational basis. -/
abbrev Op (n : ℕ) := Matrix (Fin n → Fin 2) (Fin n → Fin 2) ℂ

/-- The single-qubit matrices 1, X, Y, Z. -/
def sigma : Fin 4 → Matrix (Fin 2) (Fin 2) ℂ :=
  ![1, !![0, 1; 1, 0], !![0, -Complex.I; Complex.I, 0], !![1, 0; 0, -1]]
```

An entry of a tensor product is the product of the single-qubit entries.

```lean
/-- The tensor product of one single-qubit matrix per qubit. -/
def tensor {n : ℕ} (A : Fin n → Matrix (Fin 2) (Fin 2) ℂ) : Op n :=
  Matrix.of fun i j => ∏ k, A k (i k) (j k)

/-- The Pauli string with letter `s k` on qubit `k`. -/
def pauli {n : ℕ} (s : Fin n → Fin 4) : Op n := tensor fun k => sigma (s k)
```

The sign $\varepsilon$ is defined by a rule on letters; that it describes matrix conjugation is proved below.

```lean
/-- The sign of two Pauli letters: `1` if they commute, `-1` if they anticommute. -/
def sgn (a b : Fin 4) : ℂ := if a = 0 ∨ b = 0 ∨ a = b then 1 else -1
```

The map `E` in the twirl is an arbitrary function on matrices. It stands for the noise alone, with no ideal gate attached, and `ρ` need not be a density matrix.

```lean
/-- The Pauli twirl of a map `E`: the average over all Pauli strings of
conjugating before and after `E` by the same string. -/
def twirl {n : ℕ} (E : Op n → Op n) (ρ : Op n) : Op n :=
  ((4 : ℂ) ^ n)⁻¹ • ∑ s, pauli s * E (pauli s * ρ * pauli s) * pauli s

/-- The Pauli coefficient `tr(P_t K) / 2^n` of a matrix `K`. -/
def pauliCoeff {n : ℕ} (K : Op n) (t : Fin n → Fin 4) : ℂ :=
  ((2 : ℂ) ^ n)⁻¹ * Matrix.trace (pauli t * K)
```

The angle in `rotation` is the one in $e^{-i\theta P_t}$, without a factor of one half.

```lean
/-- The error `cos θ - i sin θ P_t`, a coherent rotation about a Pauli string. -/
def rotation {n : ℕ} (θ : ℝ) (t : Fin n → Fin 4) : Op n :=
  (Real.cos θ : ℂ) • (1 : Op n) - (Complex.I * (Real.sin θ : ℂ)) • pauli t
```

## Signs and their orthogonality

The lemma `one` checks the sixteen pairs of letters entry by entry. `tmul` says that tensor products multiply qubit by qubit, which carries the sign rule to strings.

```lean
variable {n : ℕ}

/-- Conjugating one Pauli string by another returns it up to the product of the
single-qubit signs. -/
theorem pauli_conj (s t : Fin n → Fin 4) :
    pauli s * pauli t * pauli s = (∏ k, sgn (s k) (t k)) • pauli t := by
  have one : ∀ a b, sigma a * sigma b * sigma a = sgn a b • sigma b := by
    intro a b
    fin_cases a <;> fin_cases b <;> ext i j <;> fin_cases i <;> fin_cases j <;>
      simp [sigma, sgn, Matrix.mul_apply, Fin.sum_univ_two, Matrix.one_apply]
  -- tensor products multiply qubit by qubit
  have tmul : ∀ A B : Fin n → Matrix (Fin 2) (Fin 2) ℂ,
      tensor A * tensor B = tensor fun k => A k * B k := by
    intro A B
    ext i j
    simp only [tensor, Matrix.mul_apply, Matrix.of_apply, ← Finset.prod_mul_distrib]
    rw [Finset.prod_univ_sum, Fintype.piFinset_univ]
  unfold pauli
  rw [tmul, tmul]
  ext i j
  simp only [tensor, one, Matrix.smul_apply, Matrix.of_apply, smul_eq_mul,
    Finset.prod_mul_distrib]
```

The proof turns on `Finset.prod_univ_sum`, which expands a product of sums into a sum over all ways of choosing one term from each factor. Such a choice is a function on the qubits. If the terms are labelled by `Fin 4`, the choice is exactly a Pauli string; if by `Fin 2`, it is a basis state. The rewrite with `Fintype.piFinset_univ` states that all choices are allowed. The same device therefore gives the matrix product in `tmul`, the factorised sign sum here and the completeness relation further on.

```lean
/-- The product of the signs of two Pauli strings, summed over all conjugating strings, is `4 ^ n`
if the two strings are equal and `0` otherwise. -/
theorem sign_orthogonality (t u : Fin n → Fin 4) :
    ∑ s : Fin n → Fin 4, (∏ k, sgn (s k) (t k)) * (∏ k, sgn (s k) (u k)) =
      if t = u then (4 : ℂ) ^ n else 0 := by
  have one : ∀ b c, ∑ a, sgn a b * sgn a c = if b = c then (4 : ℂ) else 0 := by
    intro b c
    fin_cases b <;> fin_cases c <;> simp [sgn, Fin.sum_univ_four] <;> norm_num
  -- the sum over strings factorises over the qubits
  have h : ∑ s : Fin n → Fin 4, (∏ k, sgn (s k) (t k)) * (∏ k, sgn (s k) (u k)) =
      ∏ k, ∑ a, sgn a (t k) * sgn a (u k) := by
    rw [Finset.prod_univ_sum, Fintype.piFinset_univ]
    simp only [Finset.prod_mul_distrib]
  rw [h]
  simp only [one]
  by_cases htu : t = u
  · subst htu
    simp
  · rw [if_neg htu]
    obtain ⟨k, hk⟩ := Function.ne_iff.mp htu
    exact Finset.prod_eq_zero (Finset.mem_univ k) (if_neg hk)
```

If $t\neq u$, they differ on some qubit `k`, and that factor makes the whole product zero.

## Hermiticity and completeness

```lean
/-- Pauli strings are Hermitian. -/
theorem pauli_conjTranspose (s : Fin n → Fin 4) : (pauli s)ᴴ = pauli s := by
  have one : ∀ a i j, starRingEnd ℂ (sigma a j i) = sigma a i j := by
    intro a i j
    fin_cases a <;> fin_cases i <;> fin_cases j <;> simp [sigma]
  ext i j
  change starRingEnd ℂ (∏ k, sigma (s k) (j k) (i k)) = ∏ k, sigma (s k) (i k) (j k)
  rw [map_prod]
  exact Finset.prod_congr rfl fun k _ => one (s k) (i k) (j k)
```

In the expansion theorem, `one` is the single-qubit completeness relation and `comp` its $n$-qubit version. The equation `h` reorders the sums in the trace, and `h2` picks out the one surviving entry $K_{ij}$.

```lean
/-- Every `n`-qubit matrix is the sum of the Pauli strings weighted by its Pauli
coefficients. -/
theorem pauli_expansion (K : Op n) : K = ∑ t, pauliCoeff K t • pauli t := by
  have one : ∀ i j k l, ∑ a, sigma a i j * sigma a k l =
      if i = l ∧ j = k then (2 : ℂ) else 0 := by
    intro i j k l
    fin_cases i <;> fin_cases j <;> fin_cases k <;> fin_cases l <;>
      simp [sigma, Fin.sum_univ_four] <;> norm_num
  -- completeness of the strings, qubit by qubit
  have comp : ∀ i j k l : Fin n → Fin 2, ∑ s, pauli s i j * pauli s k l =
      if i = l ∧ j = k then (2 : ℂ) ^ n else 0 := by
    intro i j k l
    have h : ∑ s, pauli s i j * pauli s k l =
        ∏ q, ∑ a, sigma a (i q) (j q) * sigma a (k q) (l q) := by
      rw [Finset.prod_univ_sum, Fintype.piFinset_univ]
      simp only [pauli, tensor, Matrix.of_apply, Finset.prod_mul_distrib]
    rw [h]
    simp only [one]
    by_cases hc : i = l ∧ j = k
    · obtain ⟨rfl, rfl⟩ := hc
      simp
    · rw [if_neg hc]
      have hq : ∃ q, ¬(i q = l q ∧ j q = k q) := by
        by_contra hn
        have hn' := fun q => not_not.mp (not_exists.mp hn q)
        exact hc ⟨funext fun q => (hn' q).1, funext fun q => (hn' q).2⟩
      obtain ⟨q, hq⟩ := hq
      exact Finset.prod_eq_zero (Finset.mem_univ q) (if_neg hq)
  ext i j
  have h : (∑ t, pauliCoeff K t • pauli t) i j =
      ((2 : ℂ) ^ n)⁻¹ * ∑ k, ∑ l, K l k * ∑ t, pauli t k l * pauli t i j := by
    simp only [pauliCoeff, Matrix.sum_apply, Matrix.smul_apply, smul_eq_mul, Matrix.trace,
      Matrix.diag_apply, Matrix.mul_apply, Finset.mul_sum, Finset.sum_mul]
    refine Finset.sum_comm.trans (Finset.sum_congr rfl fun k _ => ?_)
    refine Finset.sum_comm.trans (Finset.sum_congr rfl fun l _ => ?_)
    exact Finset.sum_congr rfl fun t _ => by ring
  have h2 : ∑ k, ∑ l, K l k * (if k = j ∧ l = i then (2 : ℂ) ^ n else 0) =
      K i j * 2 ^ n := by
    refine (Finset.sum_eq_single j (fun k _ hk => ?_)
      (fun h => absurd (Finset.mem_univ j) h)).trans ?_
    · simp [hk]
    refine (Finset.sum_eq_single i (fun l _ hl => ?_)
      (fun h => absurd (Finset.mem_univ i) h)).trans ?_
    · simp [hl]
    · simp
  rw [h]
  simp only [comp]
  rw [h2]
  field_simp
```

## The twirl of a general error

From here on, `X` in the code is the argument of a map, not the Pauli matrix. The next theorem treats a single pair $(t,u)$. Its `calc` block regroups the factors into $(P_sP_tP_s)\,\rho\,(P_sP_uP_s)$, so that the sign rule applies on both sides of `ρ`.

```lean
/-- The twirl of `X ↦ P_t X P_u` vanishes for different strings and leaves the map
unchanged for equal ones. -/
theorem twirl_cross (t u : Fin n → Fin 4) (ρ : Op n) :
    twirl (fun X => pauli t * X * pauli u) ρ =
      if t = u then pauli t * ρ * pauli t else 0 := by
  have h : ∀ s, pauli s * (pauli t * (pauli s * ρ * pauli s) * pauli u) * pauli s =
      ((∏ k, sgn (s k) (t k)) * (∏ k, sgn (s k) (u k))) • (pauli t * ρ * pauli u) := by
    intro s
    calc _ = (pauli s * pauli t * pauli s) * ρ * (pauli s * pauli u * pauli s) := by
          simp only [mul_assoc]
      _ = _ := by
          rw [pauli_conj s t, pauli_conj s u]
          simp only [Matrix.smul_mul, Matrix.mul_smul]
          module
  simp only [twirl, h, ← Finset.sum_smul, sign_orthogonality]
  by_cases htu : t = u
  · subst htu
    simp only [↓reduceIte]
    rw [smul_smul, inv_mul_cancel₀ (pow_ne_zero _ (by norm_num)), one_smul]
  · simp [htu]
```

Linearity here refers to the map being twirled.

```lean
/-- The twirl is linear in the map that is twirled. -/
theorem twirl_linear {ι : Type*} [Fintype ι] (a : ι → ℂ) (E : ι → Op n → Op n) (ρ : Op n) :
    twirl (fun X => ∑ m, a m • E m X) ρ = ∑ m, a m • twirl (E m) ρ := by
  simp only [twirl, Finset.mul_sum, Finset.sum_mul, Matrix.mul_smul, Matrix.smul_mul]
  rw [Finset.sum_comm, Finset.smul_sum]
  refine Finset.sum_congr rfl fun m _ => ?_
  rw [← Finset.smul_sum]
  exact smul_comm _ _ _
```

The main theorem takes coefficients `c` and the hypothesis `hK` that they expand `K`. The step `hE` writes the map as a double sum over `t` and `u`; two uses of `twirl_linear` bring the twirl inside, and `twirl_cross` leaves the diagonal. The weight $c_tc_t^*$ is then rewritten as $|c_t|^2$.

```lean
/-- Twirling the action of `K = ∑ c_t P_t` leaves the sum of the Pauli conjugations
`P_t ρ P_t` with weights `|c_t|²`. -/
theorem twirl_kraus (K : Op n) (c : (Fin n → Fin 4) → ℂ) (hK : K = ∑ t, c t • pauli t)
    (ρ : Op n) :
    twirl (fun X => K * X * Kᴴ) ρ =
      ∑ t, ((‖c t‖ ^ 2 : ℝ) : ℂ) • (pauli t * ρ * pauli t) := by
  -- expand into diagonal and cross terms
  have hE : (fun X => K * X * Kᴴ) =
      fun X => ∑ t, c t • ∑ u, star (c u) • (pauli t * X * pauli u) := by
    funext X
    have hH : Kᴴ = ∑ u, star (c u) • pauli u := by
      simp only [hK, Matrix.conjTranspose_sum, Matrix.conjTranspose_smul, pauli_conjTranspose]
    rw [hH, hK, Finset.sum_mul, Finset.sum_mul]
    refine Finset.sum_congr rfl fun t _ => ?_
    rw [Finset.mul_sum, Finset.smul_sum]
    refine Finset.sum_congr rfl fun u _ => ?_
    simp only [Matrix.smul_mul, Matrix.mul_smul]
    module
  rw [hE, twirl_linear]
  refine Finset.sum_congr rfl fun t _ => ?_
  have hc : c t * star (c t) = ((‖c t‖ ^ 2 : ℝ) : ℂ) := by
    rw [← Complex.normSq_eq_norm_sq]
    exact Complex.mul_conj _
  -- only the diagonal term survives the average
  rw [twirl_linear]
  simp only [twirl_cross, smul_ite, smul_zero, Finset.sum_ite_eq, Finset.mem_univ, if_true]
  rw [smul_smul, hc]
```

With `pauli_expansion` supplying `hK`, the result extends to any finite family of matrices `K m`. The family need not satisfy $\sum_mK_m^\dagger K_m=1$. When it does, taking the trace of that condition shows that the weights sum to one, so they can be read as error probabilities; this normalisation is an added remark and not part of the theorem.

```lean
/-- The twirl of any map in Kraus form is a sum of Pauli conjugations, weighted by the
summed squared moduli of the Pauli coefficients of the Kraus operators. -/
theorem twirl_channel {ι : Type*} [Fintype ι] (K : ι → Op n) (ρ : Op n) :
    twirl (fun X => ∑ m, K m * X * (K m)ᴴ) ρ =
      ∑ t, ((∑ m, ‖pauliCoeff (K m) t‖ ^ 2 : ℝ) : ℂ) • (pauli t * ρ * pauli t) := by
  have h := twirl_linear (fun _ : ι => (1 : ℂ)) (fun m X => K m * X * (K m)ᴴ) ρ
  simp only [one_smul] at h
  rw [h, Finset.sum_congr rfl fun m _ =>
    twirl_kraus (K m) (pauliCoeff (K m)) (pauli_expansion (K m)) ρ, Finset.sum_comm]
  refine Finset.sum_congr rfl fun t _ => ?_
  rw [Complex.ofReal_sum, Finset.sum_smul]
```

## A coherent over-rotation, before and after

The untwirled formula is direct multiplication, with $i^2=-1$ supplied by `hI`.

```lean
/-- Without twirling, a coherent rotation error produces a commutator term proportional
to `sin θ cos θ` besides the two Pauli conjugations. -/
theorem rotation_untwirled (θ : ℝ) (t : Fin n → Fin 4) (ρ : Op n) :
    rotation θ t * ρ * (rotation θ t)ᴴ =
      (Real.cos θ : ℂ) ^ 2 • ρ + (Real.sin θ : ℂ) ^ 2 • (pauli t * ρ * pauli t) +
      (Complex.I * (Real.sin θ : ℂ) * (Real.cos θ : ℂ)) • (ρ * pauli t - pauli t * ρ) := by
  unfold rotation
  generalize Real.cos θ = a
  generalize Real.sin θ = b
  have hH : ((a : ℂ) • (1 : Op n) - (Complex.I * (b : ℂ)) • pauli t)ᴴ =
      (a : ℂ) • (1 : Op n) + (Complex.I * (b : ℂ)) • pauli t := by
    simp only [Matrix.conjTranspose_sub, Matrix.conjTranspose_smul, Matrix.conjTranspose_one,
      pauli_conjTranspose, star_mul', Complex.star_def, Complex.conj_I, Complex.conj_ofReal]
    module
  have hI : (b : ℂ) ^ 2 = -((Complex.I * b) * (Complex.I * b)) := by
    linear_combination (b : ℂ) ^ 2 * Complex.I_sq
  rw [hH, hI]
  simp only [sub_mul, mul_add, Matrix.smul_mul, Matrix.mul_smul, one_mul, mul_one]
  module
```

For the twirled formula, `h0` identifies the all-zero string with the identity, and `hU` writes the rotation as a Pauli sum. When $t=0$, both parts fall on the same string, whose coefficient is $\cos\theta-i\sin\theta$. Its squared modulus is still $\cos^2\theta+\sin^2\theta$, because one part is real and the other imaginary. The case split in `hc` covers this, so the theorem holds for every string, including the identity, where the rotation is only a global phase.

```lean
/-- Twirling a coherent rotation error leaves `ρ` with weight `cos² θ` and `P_t ρ P_t`
with weight `sin² θ`. -/
theorem twirl_rotation (θ : ℝ) (t : Fin n → Fin 4) (ρ : Op n) :
    twirl (fun X => rotation θ t * X * (rotation θ t)ᴴ) ρ =
      (Real.cos θ : ℂ) ^ 2 • ρ + (Real.sin θ : ℂ) ^ 2 • (pauli t * ρ * pauli t) := by
  have h0 : pauli (0 : Fin n → Fin 4) = 1 := by
    ext i j
    change ∏ k, (1 : Matrix (Fin 2) (Fin 2) ℂ) (i k) (j k) = _
    by_cases h : i = j
    · subst h
      simp
    · rw [Matrix.one_apply_ne h]
      obtain ⟨k, hk⟩ := Function.ne_iff.mp h
      exact Finset.prod_eq_zero (Finset.mem_univ k) (Matrix.one_apply_ne hk)
  unfold rotation
  generalize Real.cos θ = a
  generalize Real.sin θ = b
  -- the Pauli coefficients of the rotation
  have hU : (a : ℂ) • (1 : Op n) - (Complex.I * (b : ℂ)) • pauli t =
      ∑ s, ((if s = 0 then (a : ℂ) else 0) +
        (if s = t then -(Complex.I * (b : ℂ)) else 0)) • pauli s := by
    simp only [add_smul, ite_smul, zero_smul, Finset.sum_add_distrib, Finset.sum_ite_eq',
      Finset.mem_univ, if_true, h0]
    module
  have hc : ∀ s : Fin n → Fin 4, ((‖(if s = 0 then (a : ℂ) else 0) +
      (if s = t then -(Complex.I * (b : ℂ)) else 0)‖ ^ 2 : ℝ) : ℂ) =
      (if s = 0 then (a : ℂ) ^ 2 else 0) + (if s = t then (b : ℂ) ^ 2 else 0) := by
    intro s
    rw [← Complex.normSq_eq_norm_sq, ← Complex.mul_conj]
    split_ifs <;>
      simp only [map_add, map_neg, map_mul, map_zero, Complex.conj_ofReal, Complex.conj_I] <;>
      first
        | ring1
        | linear_combination (-(b : ℂ) ^ 2) * Complex.I_sq
  rw [twirl_kraus _ _ hU]
  simp only [hc, add_smul, ite_smul, zero_smul, Finset.sum_add_distrib, Finset.sum_ite_eq',
    Finset.mem_univ, if_true, h0, one_mul, mul_one]

end

end PauliTwirling
```

```lean
#print axioms PauliTwirling.pauli_expansion
#print axioms PauliTwirling.twirl_channel
#print axioms PauliTwirling.rotation_untwirled
#print axioms PauliTwirling.twirl_rotation
```

```
'PauliTwirling.pauli_expansion' depends on axioms: [propext, Classical.choice, Quot.sound]
'PauliTwirling.twirl_channel' depends on axioms: [propext, Classical.choice, Quot.sound]
'PauliTwirling.rotation_untwirled' depends on axioms: [propext, Classical.choice, Quot.sound]
'PauliTwirling.twirl_rotation' depends on axioms: [propext, Classical.choice, Quot.sound]
```
